# Expansion of −k log(1 − D e^(−2kd)) in round-trip terms at fixed wavenumber

At a fixed wavenumber k > 0, the lemma expands minus the integrand of a mode sum, −k log(1 − D e^(−2kd)), in terms labelled by the number of round trips. It states that the terms D^(n+1)/(n+1) · k e^(−2(n+1)dk), over n = 0, 1, 2, …, sum to this value. Here D and d are real numbers with |D| ≤ 1 and d > 0, and nothing is integrated over k. The attempt shows that |D e^(−2kd)| < 1, multiplies Mathlib's series for −log(1 − x) by k, and then matches the two series term by term.

An attempt in Lean 4 with a fault in it:

```lean
import Mathlib

open MeasureTheory Set
open scoped Real

namespace LifshitzModeSum

noncomputable section

variable {D d : ℝ}

/-- The term of `n + 1` round trips at wavenumber `k` in the series for minus the integrand of the
mode sum. -/
def roundTrip (D d : ℝ) (n : ℕ) (k : ℝ) : ℝ :=
  D ^ (n + 1) / ((n : ℝ) + 1) * (k * Real.exp (-(2 * ((n : ℝ) + 1) * d * k)))

/-- For `|D| ≤ 1`, `d > 0` and every `k > 0` the round-trip terms add up to minus the integrand of
the mode sum. -/
theorem hasSum_roundTrip (hD : |D| ≤ 1) (hd : 0 < d) {k : ℝ} (hk : 0 < k) :
    HasSum (fun n => roundTrip D d n k)
      (-(k * Real.log (1 - D * Real.exp (-2 * k * d)))) := by
  have hx : |D * Real.exp (-2 * k * d)| < 1 := by
    rw [abs_mul, abs_of_pos (Real.exp_pos _)]
    have he : Real.exp (-2 * k * d) < 1 :=
      Real.exp_lt_one (by nlinarith [mul_pos hk hd])
    have := mul_le_mul_of_nonneg_right hD (Real.exp_pos (-2 * k * d)).le
    linarith
  have h := (Real.hasSum_pow_div_log_of_abs_lt_one hx).mul_left k
  rw [← mul_neg]
  refine (hasSum_congr fun n => ?_).2 h
  have he : Real.exp (-(2 * ((n : ℝ) + 1) * d * k)) = Real.exp (-2 * k * d) ^ (n + 1) := by
    rw [← Real.exp_nat_mul]
    congr 1
    push_cast
    ring
  rw [roundTrip, he, mul_pow]
  ring

end

end LifshitzModeSum
```

Lean reports:

```
Main.lean:25:6: error(lean.unknownIdentifier): Unknown constant `Real.exp_lt_one`
Main.lean:30:10: error(lean.unknownIdentifier): Unknown identifier `hasSum_congr`
Main.lean:31:2: error: No goals to be solved
```

Diagnosis. Two of the three errors are names that Lean cannot find. The first is `Real.exp_lt_one`, meant to give e^(−2kd) < 1 from a negative exponent. The repair uses the equivalence `Real.exp_lt_one_iff`, whose direction `.2` does this, and keeps the `nlinarith` proof that the exponent is negative.

The second is `hasSum_congr`, meant to carry the known sum `h` over to the round-trip terms. In its place, `h.congr_fun` takes `h` and asks for equality of the terms, which the remaining lines prove.

The third error, "No goals to be solved", follows from the second. With the name unknown, `refine` left no goal for the termwise equality, so the next `have` had nothing to work on. It goes away once `refine` succeeds.

The last change unfolds `roundTrip` with `simp only` before the rewriting, where the attempt unfolded it inside `rw`. No message concerns that line, so the errors don't show whether the change was needed.

This version goes through:

```diff
@@ -23,10 +23,10 @@
     rw [abs_mul, abs_of_pos (Real.exp_pos _)]
     have he : Real.exp (-2 * k * d) < 1 :=
-      Real.exp_lt_one (by nlinarith [mul_pos hk hd])
+      Real.exp_lt_one_iff.2 (by nlinarith [mul_pos hk hd])
     have := mul_le_mul_of_nonneg_right hD (Real.exp_pos (-2 * k * d)).le
     linarith
   have h := (Real.hasSum_pow_div_log_of_abs_lt_one hx).mul_left k
   rw [← mul_neg]
-  refine (hasSum_congr fun n => ?_).2 h
+  refine h.congr_fun (fun n => ?_)
   have he : Real.exp (-(2 * ((n : ℝ) + 1) * d * k)) = Real.exp (-2 * k * d) ^ (n + 1) := by
     rw [← Real.exp_nat_mul]
@@ -34,5 +34,6 @@
     push_cast
     ring
-  rw [roundTrip, he, mul_pow]
+  simp only [roundTrip]
+  rw [he, mul_pow]
   ring
 
```
